# Channelwise Matching Minimises the Mean-Square Boundary Jump of a Truncated Orthonormal Expansion

The values that the wave outside an atomic sphere takes on the sphere's surface are treated here as one vector $f$ in a complex inner-product space $E$, and the discontinuity at the surface is measured by the squared norm of a difference of two such vectors. For square-integrable functions on the unit sphere, the inner product is $\langle g,f\rangle=\int g^*f\,d\Omega$, and the squared norm of the difference is the squared jump integrated over all directions. The radial slope doesn't enter: only values are matched.

The angular functions form an orthonormal family $Y_i$, so that $\langle Y_i,Y_j\rangle=\delta_{ij}$. For spherical harmonics the label $i$ stands for the pair $(l,m)$. A cutoff is a finite set $s$ of labels, the retained channels; the usual choice is all $(l,m)$ with $l\le l_{\max}$. The wave inside the sphere has the boundary value $\sum_{i\in s}a_iY_i$ with complex coefficients $a_i$.

Another way to model the problem is to fix $E=L^2(S^2)$ and take the $Y_i$ to be the spherical harmonics themselves. The identities below would keep their form, but orthonormality would become something to prove, and completeness of the harmonics would add that the matched jump tends to zero as $l_{\max}\to\infty$.

## The squared jump, channel by channel

Write $c_i=\langle Y_i,f\rangle$ for the component of $f$ in channel $i$. The claim is

$$
\Big\|f-\sum_{i\in s}a_iY_i\Big\|^2=\|f\|^2-\sum_{i\in s}|c_i|^2+\sum_{i\in s}|a_i-c_i|^2 .
$$

Let $g=\sum_{i\in s}a_iY_i$. Expanding the square gives

$$
\|f-g\|^2=\|f\|^2-2\,\mathrm{Re}\,\langle f,g\rangle+\|g\|^2 .
$$

The inner product is linear in its second argument and conjugate-linear in its first. The cross term is therefore

$$
\langle f,g\rangle=\sum_{i\in s}a_i\langle f,Y_i\rangle=\sum_{i\in s}a_ic_i^* ,
$$

and orthonormality reduces the last term to

$$
\|g\|^2=\sum_{i,j\in s}a_i^*a_j\langle Y_i,Y_j\rangle=\sum_{i\in s}|a_i|^2 .
$$

In each channel the square is completed with

$$
|a_i-c_i|^2=|a_i|^2-2\,\mathrm{Re}(a_ic_i^*)+|c_i|^2 ,
$$

so that $|a_i|^2-2\,\mathrm{Re}(a_ic_i^*)=|a_i-c_i|^2-|c_i|^2$. Summing over $s$ and adding $\|f\|^2$ gives the claim.

Only the last sum depends on the coefficients. It is never negative, and it vanishes exactly when $a_i=c_i$ for every $i\in s$. This choice, channelwise matching, therefore minimises the jump. Conversely, if some $a$ is a minimiser, comparing it with $c$ gives $\sum_{i\in s}|a_i-c_i|^2\le0$, which forces $a_i=c_i$ in every retained channel.

With an empty cutoff, the inside wave vanishes on the surface and the squared jump is $\|f\|^2$. With a single channel the formula reads $\|f-aY\|^2=\|f\|^2-|c|^2+|a-c|^2$, a paraboloid over the complex $a$-plane with its lowest point at $a=c$.

## Residual, cutoff and radial functions

Four consequences follow.

**Residual.** For $j\in s$, the jump left after matching satisfies
$$
\Big\langle Y_j,\,f-\sum_{i\in s}c_iY_i\Big\rangle=c_j-c_j=0 ,
$$
so it contains nothing of any retained channel.

**Cutoff.** The matched squared jump is $\|f\|^2-\sum_{i\in s}|c_i|^2$. If $s\subseteq t$, subtracting the same expression for $t$ shows that going from $s$ to $t$ lowers it by exactly $\sum_{i\in t\setminus s}|c_i|^2$.

**Exact continuity.** If $f=\sum_{i\in s}a_iY_i$ for some $a$, the jump for that $a$ is zero. The matched jump is no larger and can't be negative, so it is zero too, and $\|f\|^2=\sum_{i\in s}|c_i|^2$. Conversely, if this equality holds, the matched jump has norm zero and $f=\sum_{i\in s}c_iY_i$.

**Radial functions.** In an augmented wave with one radial function per channel, the inside function is $\sum_{i\in s}A_i\,u_i(r)\,Y_i$. Let $u_i$ now denote the value of the radial function at the sphere radius, so that $a_i=A_iu_i$. If $u_i\neq0$ for all $i\in s$, any boundary coefficients $b_i$ can be reached by setting $B_i=b_i/u_i$. Minimising over the $A_i$ is then the same problem as minimising over the $a_i$, with the unique answer $A_i=c_i/u_i$. The condition $u_i\ne0$ says that the radial function has no node on the sphere surface. At a node, the channel contributes nothing to the boundary value, and matching values can't determine its coefficient.

For augmented plane waves, this justifies fixing the coefficients channel by channel at a finite $l_{\max}$, in each sphere separately, as long as only values are matched and the jump is judged in the mean-square sense. Linearised schemes that also match the slope, with two radial functions per channel, pose a larger problem than the one solved here.

## The boundary functions in Lean

The type `ι` holds the channel labels and may be infinite. `E` is any complex inner-product space, and completeness isn't required.

```lean
import Mathlib

open scoped ComplexConjugate

namespace TruncatedSphereMatching

noncomputable section

variable {ι E : Type*} [NormedAddCommGroup E] [InnerProductSpace ℂ E]
```

The component $c_i$ is `channel Y f i`. Lean's `inner ℂ (Y i) f` is conjugate-linear in its first argument, which agrees with $\int Y_i^*f\,d\Omega$.

```lean
/-- The component of the boundary function `f` in the angular channel `i`. -/
def channel (Y : ι → E) (f : E) (i : ι) : ℂ := inner ℂ (Y i) f
```

The coefficients are a function `a` on all of `ι`, but the expansion reads only its values on the finite set `s`. Uniqueness is accordingly always stated for the channels in `s`.

```lean
/-- The boundary value of the inside wave, expanded in the finite set `s` of angular channels
with coefficients `a`. -/
def expansion (Y : ι → E) (s : Finset ι) (a : ι → ℂ) : E := ∑ i ∈ s, a i • Y i
```

The quantity to be minimised is the squared norm of the jump, a real number.

```lean
/-- The squared norm of the jump between the boundary function `f` and the truncated
expansion with coefficients `a`. -/
def mismatchSq (Y : ι → E) (s : Finset ι) (f : E) (a : ι → ℂ) : ℝ :=
  ‖f - expansion Y s a‖ ^ 2
```

## The norm of an expansion and the residual

The first lemma is $\|g\|^2=\sum_{i\in s}|a_i|^2$. Its hypothesis `Orthonormal ℂ Y` contains both the normalisation of the $Y_i$ and their mutual orthogonality. Mathlib's `hY.inner_sum` carries out the collapse of the double sum. It yields an equation between complex numbers, and `Complex.ofReal_injective` brings this back to the real numbers.

```lean
variable {Y : ι → E}

/-- The squared norm of a truncated angular expansion is the sum of its channel weights. -/
theorem expansion_norm_sq (hY : Orthonormal ℂ Y) (s : Finset ι) (a : ι → ℂ) :
    ‖expansion Y s a‖ ^ 2 = ∑ i ∈ s, ‖a i‖ ^ 2 := by
  have h := hY.inner_sum a a s
  rw [inner_self_eq_norm_sq_to_K] at h
  simp only [Complex.conj_mul'] at h
  apply Complex.ofReal_injective
  push_cast
  exact h
```

For the residual, `hY.inner_right_sum` picks the coefficient $c_j$ out of the expansion, and the difference $c_j-c_j$ vanishes.

```lean
/-- After channelwise matching, the remaining jump is orthogonal to every retained channel. -/
theorem residual_orthogonal (hY : Orthonormal ℂ Y) (s : Finset ι) (f : E) {j : ι}
    (hj : j ∈ s) : inner ℂ (Y j) (f - expansion Y s (channel Y f)) = 0 := by
  rw [inner_sub_right, expansion, hY.inner_right_sum _ hj]
  exact sub_self _
```

## The identity and its unique minimiser

The central theorem holds for every `f`, every finite `s` and every choice of `a`. Its proof has the same parts as the derivation above: `hc` splits the cross term into channels, `hn` completes the square in one channel, and `h` expands the squared norm of the difference. After `expansion_norm_sq` has been inserted, `ring` collects the terms.

```lean
/-- The squared boundary discontinuity is the weight of `f` outside the retained channels plus
the squared coefficient errors in the retained channels. -/
theorem mismatchSq_eq (hY : Orthonormal ℂ Y) (s : Finset ι) (f : E) (a : ι → ℂ) :
    mismatchSq Y s f a = ‖f‖ ^ 2 - ∑ i ∈ s, ‖channel Y f i‖ ^ 2
      + ∑ i ∈ s, ‖a i - channel Y f i‖ ^ 2 := by
  -- the cross term splits into channels
  have hc : (inner ℂ f (expansion Y s a)).re
      = ∑ i ∈ s, (a i * conj (channel Y f i)).re := by
    rw [expansion, inner_sum, Complex.re_sum]
    refine Finset.sum_congr rfl fun i _ => ?_
    rw [inner_smul_right, channel, inner_conj_symm]
  -- the square is completed in each channel
  have hn : ∀ i, ‖a i - channel Y f i‖ ^ 2
      = ‖a i‖ ^ 2 - 2 * (a i * conj (channel Y f i)).re + ‖channel Y f i‖ ^ 2 := by
    intro i
    simp only [Complex.sq_norm, Complex.normSq_sub]
    ring
  have h : ‖f - expansion Y s a‖ ^ 2
      = ‖f‖ ^ 2 - 2 * (inner ℂ f (expansion Y s a)).re + ‖expansion Y s a‖ ^ 2 :=
    norm_sub_sq (𝕜 := ℂ) f (expansion Y s a)
  rw [mismatchSq, h, hc, expansion_norm_sq hY]
  simp only [hn, Finset.sum_add_distrib, Finset.sum_sub_distrib, ← Finset.mul_sum]
  ring
```

Setting $a=c$ removes the error sum and leaves the part of $\|f\|^2$ that the retained channels don't carry.

```lean
/-- With channelwise matching, the squared discontinuity is the squared norm of `f` minus its
weight in the retained channels. -/
theorem mismatchSq_channel (hY : Orthonormal ℂ Y) (s : Finset ι) (f : E) :
    mismatchSq Y s f (channel Y f) = ‖f‖ ^ 2 - ∑ i ∈ s, ‖channel Y f i‖ ^ 2 := by
  rw [mismatchSq_eq hY]
  simp
```

The next theorem expresses minimality and uniqueness in one equivalence. The left side says that no coefficients `b` give a smaller squared jump than `a`; the right side says that `a` agrees with the components of `f` throughout `s`. From left to right, the proof compares `a` with the matched coefficients, finds that the sum of squared errors is zero, and concludes that each term is zero. From right to left, the error sum of `a` vanishes while that of `b` is nonnegative.

```lean
/-- Coefficients minimise the boundary discontinuity if and only if they match `f` in every
retained channel. -/
theorem minimises_iff_matched (hY : Orthonormal ℂ Y) (s : Finset ι) (f : E) (a : ι → ℂ) :
    (∀ b : ι → ℂ, mismatchSq Y s f a ≤ mismatchSq Y s f b)
      ↔ ∀ i ∈ s, a i = channel Y f i := by
  have ha := mismatchSq_eq hY s f a
  constructor
  · intro h
    -- comparison with the matched coefficients leaves no room for an error
    have h1 := h (channel Y f)
    rw [mismatchSq_channel hY] at h1
    have h0 : ∑ i ∈ s, ‖a i - channel Y f i‖ ^ 2 = 0 :=
      le_antisymm (by linarith) (Finset.sum_nonneg fun i _ => sq_nonneg _)
    intro i hi
    have h2 := (Finset.sum_eq_zero_iff_of_nonneg (fun i _ => sq_nonneg _)).1 h0 i hi
    exact sub_eq_zero.1 (norm_eq_zero.1 (pow_eq_zero_iff two_ne_zero |>.1 h2))
  · intro h b
    have h0 : ∑ i ∈ s, ‖a i - channel Y f i‖ ^ 2 = 0 :=
      Finset.sum_eq_zero fun i hi => by simp [h i hi]
    have hb := mismatchSq_eq hY s f b
    have hp : 0 ≤ ∑ i ∈ s, ‖b i - channel Y f i‖ ^ 2 :=
      Finset.sum_nonneg fun i _ => sq_nonneg _
    linarith
```

## Raising the cutoff and removing the jump

The set `t \ s` contains the added channels. `Finset.sum_sdiff` splits the sum over `t` into the old part and the new part, and the rest is the subtraction done above. The decrease may be zero, if `f` has no component in the added channels.

```lean
/-- Enlarging the set of channels from `s` to `t` lowers the matched squared discontinuity by
the weight of `f` in the added channels. -/
theorem raise_cutoff [DecidableEq ι] (hY : Orthonormal ℂ Y) {s t : Finset ι} (hst : s ⊆ t)
    (f : E) : mismatchSq Y t f (channel Y f)
      = mismatchSq Y s f (channel Y f) - ∑ i ∈ t \ s, ‖channel Y f i‖ ^ 2 := by
  have h := Finset.sum_sdiff (f := fun i => ‖channel Y f i‖ ^ 2) hst
  rw [mismatchSq_channel hY, mismatchSq_channel hY]
  linarith
```

The criterion for exact continuity is an equality of vectors in `E`. For square-integrable functions this means agreement almost everywhere on the surface. In the forward direction, the proof uses `minimises_iff_matched` to bound the matched jump by the zero jump that is assumed to exist. In the reverse direction, the matched coefficients themselves provide the expansion.

```lean
/-- A truncated expansion can join `f` without any jump if and only if the retained channels
carry the whole squared norm of `f`. -/
theorem continuous_match_iff (hY : Orthonormal ℂ Y) (s : Finset ι) (f : E) :
    (∃ a : ι → ℂ, f = expansion Y s a) ↔ ‖f‖ ^ 2 = ∑ i ∈ s, ‖channel Y f i‖ ^ 2 := by
  have hc := mismatchSq_channel hY s f
  constructor
  · rintro ⟨a, ha⟩
    have h0 : mismatchSq Y s f a = 0 := by
      rw [mismatchSq, sub_eq_zero.2 ha]
      simp
    have h1 := (minimises_iff_matched hY s f (channel Y f)).2 (fun _ _ => rfl) a
    have h2 : 0 ≤ mismatchSq Y s f (channel Y f) := sq_nonneg _
    linarith
  · intro h
    have h0 : ‖f - expansion Y s (channel Y f)‖ ^ 2 = 0 := by
      change mismatchSq Y s f (channel Y f) = 0
      linarith
    exact ⟨channel Y f,
      sub_eq_zero.1 (norm_eq_zero.1 (pow_eq_zero_iff two_ne_zero |>.1 h0))⟩
```

## Coefficients of the radial functions

Here `u i` is the boundary value of the radial function in channel `i`, and `hu` requires it to be nonzero in the retained channels. The values are arbitrary complex numbers: they aren't derived from a radial Schrödinger equation, and they may depend on $m$ as well as on $l$.

The proof of the forward direction uses the fact that rescaling reaches all boundary coefficients in the retained channels. The equation `e` states this: with $B_i=b_i/u_i$, the expansion is the one with coefficients $b_i$. Minimality among the `B` then becomes minimality among all `b`, and `minimises_iff_matched` gives $A_iu_i=c_i$. The reverse direction applies the same theorem to $a_i=A_iu_i$.

```lean
/-- If the radial functions have nonzero boundary values `u i` in the retained channels, the
augmentation coefficients `A i` minimise the discontinuity if and only if, in every retained
channel, `A i` is the channel component of `f` divided by `u i`. -/
theorem augmentation_coefficients (hY : Orthonormal ℂ Y) (s : Finset ι) (f : E)
    (u : ι → ℂ) (hu : ∀ i ∈ s, u i ≠ 0) (A : ι → ℂ) :
    (∀ B : ι → ℂ, mismatchSq Y s f (fun i => A i * u i)
        ≤ mismatchSq Y s f (fun i => B i * u i))
      ↔ ∀ i ∈ s, A i = channel Y f i / u i := by
  constructor
  · intro h i hi
    rw [eq_div_iff (hu i hi)]
    refine (minimises_iff_matched hY s f (fun i => A i * u i)).1 (fun b => ?_) i hi
    -- every set of boundary coefficients is reached by rescaling with `u`
    have e : expansion Y s (fun i => b i / u i * u i) = expansion Y s b := by
      unfold expansion
      refine Finset.sum_congr rfl fun j hj => ?_
      have hb : b j / u j * u j = b j := by
        have := hu j hj
        field_simp
      exact congrArg (fun z : ℂ => z • Y j) hb
    have h1 := h (fun i => b i / u i)
    unfold mismatchSq at h1 ⊢
    rwa [e] at h1
  · intro h B
    exact (minimises_iff_matched hY s f (fun i => A i * u i)).2
      (fun i hi => (eq_div_iff (hu i hi)).1 (h i hi)) _
```

## Fourier modes on a circle

The last theorem supplies an infinite family that satisfies the orthonormality hypothesis. On a circle of circumference $T>0$, with the measure normalised to total weight one, the modes $e^{2\pi inx/T}$ with integer $n$ are orthonormal in $L^2$. They are the angular functions for a circular boundary in two dimensions, where the channels are labelled by $n$ and a cutoff might keep $|n|\le n_{\max}$. To apply the theorems to an atomic sphere in three dimensions, one has to supply the orthonormality of the spherical harmonics as the hypothesis `hY`.

```lean
/-- The Fourier modes on a circle of circumference `T` are orthonormal in the space of
square-integrable functions with normalised measure. -/
theorem circular_harmonics_witness (T : ℝ) [Fact (0 < T)] :
    Orthonormal ℂ (@fourierLp T _ 2 _) :=
  orthonormal_fourier

end

end TruncatedSphereMatching
```

```lean
#print axioms TruncatedSphereMatching.minimises_iff_matched
-- 'TruncatedSphereMatching.minimises_iff_matched' depends on axioms: [propext, Classical.choice, Quot.sound]
#print axioms TruncatedSphereMatching.raise_cutoff
-- 'TruncatedSphereMatching.raise_cutoff' depends on axioms: [propext, Classical.choice, Quot.sound]
#print axioms TruncatedSphereMatching.continuous_match_iff
-- 'TruncatedSphereMatching.continuous_match_iff' depends on axioms: [propext, Classical.choice, Quot.sound]
#print axioms TruncatedSphereMatching.augmentation_coefficients
-- 'TruncatedSphereMatching.augmentation_coefficients' depends on axioms: [propext, Classical.choice, Quot.sound]
```
